# Mixing level energies contracts the Bregman divergence from a free-energy minimizer, for a positive semidefinite quadratic interaction and a small enough step

Electrons at temperature $T$ fill a finite set of levels, and the level energies shift with the filling. I guess energies $h_i$, compute the Fermi occupations $f_i=1/(1+e^{h_i/T})$, obtain new energies $c+Kf$, and feed back only a fraction $a$ of the change:

$$h\mapsto h^+=(1-a)h+a(c+Kf).$$

Here $T>0$ is in energy units, $c$ holds the bare level energies measured from a fixed chemical potential, and the symmetric matrix $K$ describes the interaction, with $0\le K\le L$. I believe that for $0<a\le 1/(1+L/(4T))$ each step brings the occupations closer to a minimizer $f^*$ of the free energy, by at least a factor $1-a$ in the Bregman divergence of the entropy term. Can this be proved in full, with the proof checked in Lean?

## Yes: an exact balance of one step gives the factor $1-a$

Write $\langle\cdot,\cdot\rangle$ for the scalar product, and let

$$E(f)=\langle c,f\rangle+\tfrac12\langle f,Kf\rangle,\qquad \varphi(f)=T\sum_i\big[f_i\ln f_i+(1-f_i)\ln(1-f_i)\big],\qquad G=E+\varphi.$$

The gradient of $\varphi$ has components $T\ln\frac{f_i}{1-f_i}$. At Fermi occupations $f_i/(1-f_i)=e^{-h_i/T}$, so $\nabla\varphi(f)=-h$. Mixing $h$ is therefore a mirror-descent step, and the Bregman divergence becomes

$$D(g,f)=\varphi(g)-\varphi(f)-\langle\nabla\varphi(f),g-f\rangle=\varphi(g)-\varphi(f)+\langle h,g-f\rangle .$$

**Lower bound on $D$.** Collecting logarithms, $D(g,f)$ is $T$ times a sum over levels of

$$x\ln x+(1-x)\ln(1-x)-x\ln y-(1-x)\ln(1-y),\qquad x=g_i,\ y=f_i.$$

For fixed $x$, let $F(z)=-x\ln z-(1-x)\ln(1-z)-2(x-z)^2$. Then

$$F'(z)=(z-x)\Big(\frac1{z(1-z)}-4\Big).$$

Since $z(1-z)\le\frac14$, the second factor is nonnegative, so $F$ is smallest at $z=x$. From $F(x)\le F(y)$, each summand is at least $2(x-y)^2$, and

$$D(g,f)\ge 2T|g-f|^2.$$

**Balance of one step.** Let $f^+$ be the Fermi occupations of $h^+$, and let $q(x)=\langle x,Kx\rangle$. Inserting $h^+$ into the divergence gives

$$D(g,f^+)=(1-a)\big[\varphi(g)-\varphi(f^+)+\langle h,g-f^+\rangle\big]+a\big[\varphi(g)-\varphi(f^+)+\langle c+Kf,g-f^+\rangle\big].$$

The first bracket is $D(g,f)-D(f^+,f)$. For the second, symmetry of $K$ gives

$$E(g)=E(f)+\langle c+Kf,g-f\rangle+\tfrac12q(g-f).$$

Subtracting the same expansion for $f^+$ yields

$$D(g,f^+)=(1-a)[D(g,f)-D(f^+,f)]+a[G(g)-G(f^+)]-\tfrac a2q(g-f)+\tfrac a2q(f^+-f).$$

**Signs.** Set $g=f^*$. Minimality gives $G(f^*)\le G(f^+)$, and $K\ge0$ gives $q(f^*-f)\ge0$. Only the last term can hurt, and it is at most $\frac{aL}2|f^+-f|^2$. The step condition says $a\le1$ and $aL\le4T(1-a)$, so this is at most $2T(1-a)|f^+-f|^2\le(1-a)D(f^+,f)$, which the balance subtracts. Hence

$$D(f^*,f^+)\le(1-a)D(f^*,f).$$

After $k$ steps from $f_0$ to $f_k$, $2T|f^*-f_k|^2\le(1-a)^kD(f^*,f_0)$.

### One level with $T=1$, $K=L=4$, $c=-2$

The self-consistent solution is $h=0$, $f^*=\frac12$, and the largest allowed step is $a=\frac12$. Start at $h=\ln3$, so $f=\frac14$ and $D(f^*,f)=\frac12\ln\frac43\approx0.144$. Then $h^+=\frac12\ln3-\frac12\approx0.049$ and $f^+\approx0.488$. The new divergence is about $0.0003$, well below the bound $0.072$.

### What the Lean statement assumes

The type `ι` labels finitely many levels; `fermi`, `phi`, `bregman`, `freeEnergy` and `mix` are the formulas above, and `fs` is $f^*$. The symbols `⬝ᵥ` and `*ᵥ` are the scalar and matrix-vector products. Because the chemical potential is fixed, the electron number is free, and the free energy $G$ is a grand potential.

The hypotheses `hK0` and `hKL` express $0\le K\le L$ through quadratic forms. Physically, the interaction energy is convex in the occupations, and $L$ bounds its stiffness. `IsInteriorMinimizer` compares $f^*$ with all occupations strictly between 0 and 1. Its existence is assumed in the contraction theorem; the starting $h$ is arbitrary.

The result bears on damped self-consistent-field iterations in finite-temperature electronic structure, for a model with fixed orbitals, level energies linear in the occupations, and $K\ge0$. Hartree repulsion between fixed orbitals meets this last condition. Hartree–Fock with fixed spin orbitals does not, unless $K=0$: exchange cancels the self-interaction, so the diagonal of $K$ is zero, and a positive semidefinite matrix with zero diagonal vanishes.

```lean
import Mathlib

open Matrix

namespace FermiMirrorDescent

noncomputable section

variable {ι : Type*} [Fintype ι]

/-- Fermi occupations `1 / (1 + exp (h_i / T))` of levels `h` at temperature `T ≠ 0`. -/
def fermi (T : ℝ) (h : ι → ℝ) : ι → ℝ := fun i => 1 / (1 + Real.exp (h i / T))

/-- Temperature times the negative fermion entropy, for occupations between 0 and 1. -/
def phi (T : ℝ) (f : ι → ℝ) : ℝ :=
  T * ∑ i, (f i * Real.log (f i) + (1 - f i) * Real.log (1 - f i))

/-- The gradient of `phi`, for occupations strictly between 0 and 1. -/
def gradPhi (T : ℝ) (f : ι → ℝ) : ι → ℝ :=
  fun i => T * (Real.log (f i) - Real.log (1 - f i))

/-- The Bregman divergence `D(g, f)` of `phi`, for `f` strictly between 0 and 1. -/
def bregman (T : ℝ) (g f : ι → ℝ) : ℝ := phi T g - phi T f - gradPhi T f ⬝ᵥ (g - f)

/-- The energy `⟨c, f⟩ + ⟨f, K f⟩ / 2`. -/
def energy (c : ι → ℝ) (K : Matrix ι ι ℝ) (f : ι → ℝ) : ℝ := c ⬝ᵥ f + f ⬝ᵥ K *ᵥ f / 2

/-- The free energy `G`: energy plus temperature times negative entropy. -/
def freeEnergy (T : ℝ) (c : ι → ℝ) (K : Matrix ι ι ℝ) (f : ι → ℝ) : ℝ :=
  energy c K f + phi T f

/-- Occupations strictly between 0 and 1 that minimize `G` among all such occupations. -/
def IsInteriorMinimizer (T : ℝ) (c : ι → ℝ) (K : Matrix ι ι ℝ) (f : ι → ℝ) : Prop :=
  (∀ i, f i ∈ Set.Ioo (0 : ℝ) 1) ∧
    ∀ g : ι → ℝ, (∀ i, g i ∈ Set.Ioo (0 : ℝ) 1) → freeEnergy T c K f ≤ freeEnergy T c K g

/-- One step of linear mixing of the levels, `h ↦ (1 - a) h + a (c + K f)`. -/
def mix (T a : ℝ) (c : ι → ℝ) (K : Matrix ι ι ℝ) (h : ι → ℝ) : ι → ℝ :=
  (1 - a) • h + a • (c + K *ᵥ fermi T h)

/-- At occupations strictly between 0 and 1, the derivative of `phi` along any direction `d`
is the scalar product of `gradPhi` with `d`. -/
theorem hasDerivAt_phi (T : ℝ) {f : ι → ℝ} (hf : ∀ i, f i ∈ Set.Ioo (0 : ℝ) 1) (d : ι → ℝ) :
    HasDerivAt (fun t : ℝ => phi T (f + t • d)) (gradPhi T f ⬝ᵥ d) 0 := by
  have e : ∀ i, HasDerivAt (fun t : ℝ => (f i + t * d i) * Real.log (f i + t * d i)
      + (1 - (f i + t * d i)) * Real.log (1 - (f i + t * d i)))
      ((Real.log (f i) - Real.log (1 - f i)) * d i) 0 := by
    intro i
    have p0 : f i ≠ 0 := (hf i).1.ne'
    have p1 : 1 - f i ≠ 0 := (sub_pos.mpr (hf i).2).ne'
    have h0 : f i + 0 * d i ≠ 0 := by rw [zero_mul, add_zero]; exact p0
    have h1 : 1 - (f i + 0 * d i) ≠ 0 := by rw [zero_mul, add_zero]; exact p1
    have u : HasDerivAt (fun t : ℝ => f i + t * d i) (d i) 0 :=
      (((hasDerivAt_id' (0 : ℝ)).mul_const (d i)).const_add (f i)).congr_deriv (one_mul _)
    have w := u.const_sub 1
    refine ((u.fun_mul (u.log h0)).fun_add (w.fun_mul (w.log h1))).congr_deriv ?_
    have k0 : f i * (d i / f i) = d i := by field_simp
    have k1 : (1 - f i) * (-d i / (1 - f i)) = -d i := by field_simp
    simp only [zero_mul, add_zero]
    linear_combination k0 + k1
  have s : HasDerivAt (fun t : ℝ => phi T (f + t • d))
      (T * ∑ i, (Real.log (f i) - Real.log (1 - f i)) * d i) 0 :=
    (HasDerivAt.fun_sum fun i _ => e i).const_mul T
  refine s.congr_deriv ?_
  simp only [gradPhi, dotProduct, Finset.mul_sum]
  exact Finset.sum_congr rfl fun i _ => by ring

omit [Fintype ι] in
/-- Fermi occupations lie strictly between 0 and 1. -/
theorem fermi_mem (T : ℝ) (h : ι → ℝ) (i : ι) : fermi T h i ∈ Set.Ioo (0 : ℝ) 1 := by
  have he := Real.exp_pos (h i / T)
  have hp : 0 < 1 + Real.exp (h i / T) := by linarith
  exact ⟨one_div_pos.mpr hp, (div_lt_one hp).mpr (by linarith)⟩

omit [Fintype ι] in
/-- For `T > 0` the gradient of `phi` at the Fermi occupations of `h` is `-h`. -/
theorem gradPhi_fermi {T : ℝ} (hT : 0 < T) (h : ι → ℝ) : gradPhi T (fermi T h) = -h := by
  funext i
  have he := Real.exp_pos (h i / T)
  have hp : 1 + Real.exp (h i / T) ≠ 0 := by linarith
  have e : 1 - 1 / (1 + Real.exp (h i / T))
      = Real.exp (h i / T) / (1 + Real.exp (h i / T)) := by
    rw [eq_div_iff hp, sub_mul, div_mul_cancel₀ _ hp]; ring
  have k : T * (h i / T) = h i := by field_simp
  simp only [gradPhi, fermi, Pi.neg_apply]
  rw [e, Real.log_div one_ne_zero hp, Real.log_div he.ne' hp, Real.log_one, Real.log_exp]
  linear_combination -k

/-- The relative entropy of two occupations `x`, `y` of one level, both strictly between
0 and 1, is at least `2 (x - y)²`. -/
theorem binary_bound {x y : ℝ} (hx : x ∈ Set.Ioo (0 : ℝ) 1) (hy : y ∈ Set.Ioo (0 : ℝ) 1) :
    2 * (x - y) ^ 2 ≤ x * Real.log x + (1 - x) * Real.log (1 - x)
      - x * Real.log y - (1 - x) * Real.log (1 - y) := by
  obtain ⟨F, hF⟩ : ∃ F : ℝ → ℝ, F = fun z => -(x * Real.log z)
    - (1 - x) * Real.log (1 - z) - 2 * ((x - z) * (x - z)) := ⟨_, rfl⟩
  have hd : ∀ z ∈ Set.Ioo (0 : ℝ) 1,
      HasDerivAt F ((z - x) * (1 / (z * (1 - z)) - 4)) z := by
    intro z hz
    have h0 : z ≠ 0 := hz.1.ne'
    have h1 : 1 - z ≠ 0 := (sub_pos.mpr hz.2).ne'
    have w := (hasDerivAt_id' z).const_sub x
    rw [hF]
    refine ((((Real.hasDerivAt_log h0).const_mul x).fun_neg.fun_sub
      ((((hasDerivAt_id' z).const_sub 1).log h1).const_mul (1 - x))).fun_sub
      ((w.fun_mul w).const_mul (2 : ℝ))).congr_deriv ?_
    field_simp
    ring
  have hs : ∀ z ∈ Set.Ioo (0 : ℝ) 1, 0 ≤ 1 / (z * (1 - z)) - 4 := by
    intro z hz
    rw [sub_nonneg, le_div_iff₀ (mul_pos hz.1 (sub_pos.mpr hz.2))]
    nlinarith [sq_nonneg (2 * z - 1)]
  -- F is smallest at z = x, by the mean value theorem on either side
  have key : F x ≤ F y := by
    rcases lt_trichotomy x y with h | h | h
    · obtain ⟨c, hc, e⟩ := exists_hasDerivAt_eq_slope F _ h
        (fun z hz => (hd z ⟨hx.1.trans_le hz.1,
          hz.2.trans_lt hy.2⟩).continuousAt.continuousWithinAt)
        (fun z hz => hd z ⟨hx.1.trans hz.1, hz.2.trans hy.2⟩)
      have e' := (eq_div_iff (sub_pos.mpr h).ne').mp e
      have := mul_nonneg (mul_nonneg (sub_nonneg.mpr hc.1.le)
        (hs c ⟨hx.1.trans hc.1, hc.2.trans hy.2⟩)) (sub_nonneg.mpr h.le)
      linarith
    · rw [h]
    · obtain ⟨c, hc, e⟩ := exists_hasDerivAt_eq_slope F _ h
        (fun z hz => (hd z ⟨hy.1.trans_le hz.1,
          hz.2.trans_lt hx.2⟩).continuousAt.continuousWithinAt)
        (fun z hz => hd z ⟨hy.1.trans hz.1, hz.2.trans hx.2⟩)
      have e' := (eq_div_iff (sub_pos.mpr h).ne').mp e
      have := mul_nonneg (mul_nonneg (sub_nonneg.mpr hc.2.le)
        (hs c ⟨hy.1.trans hc.1, hc.2.trans hx.2⟩)) (sub_nonneg.mpr h.le)
      linarith
  simp only [hF] at key
  linarith

/-- For `T > 0` and occupations strictly between 0 and 1, the Bregman divergence is at least
`2 T` times the squared distance. -/
theorem bregman_lower {T : ℝ} (hT : 0 < T) {g f : ι → ℝ}
    (hg : ∀ i, g i ∈ Set.Ioo (0 : ℝ) 1) (hf : ∀ i, f i ∈ Set.Ioo (0 : ℝ) 1) :
    2 * T * ((g - f) ⬝ᵥ (g - f)) ≤ bregman T g f := by
  simp only [bregman, phi, gradPhi, dotProduct, Pi.sub_apply, Finset.mul_sum,
    ← Finset.sum_sub_distrib]
  refine Finset.sum_le_sum fun i _ => ?_
  have := mul_le_mul_of_nonneg_left (binary_bound (hg i) (hf i)) hT.le
  linarith

/-- For symmetric `K` the energy equals its second-order expansion about `f`. -/
theorem energy_expand {K : Matrix ι ι ℝ} (hK : K.IsSymm) (c g f : ι → ℝ) :
    energy c K g = energy c K f + (c + K *ᵥ f) ⬝ᵥ (g - f)
      + (g - f) ⬝ᵥ K *ᵥ (g - f) / 2 := by
  have hs : f ⬝ᵥ K *ᵥ g = g ⬝ᵥ K *ᵥ f := by
    rw [Matrix.dotProduct_mulVec, ← Matrix.mulVec_transpose, hK.eq, dotProduct_comm]
  simp only [energy, add_dotProduct, dotProduct_sub, sub_dotProduct, Matrix.mulVec_sub]
  rw [dotProduct_comm (K *ᵥ f) g, dotProduct_comm (K *ᵥ f) f]
  linear_combination (1 / 2) * hs

/-- For `T > 0` and symmetric positive semidefinite `K`, levels with `h = c + K f`, where `f`
are their Fermi occupations, make `f` an interior minimizer of the free energy. -/
theorem selfConsistent_isInteriorMinimizer {T : ℝ} (hT : 0 < T) {K : Matrix ι ι ℝ}
    (hK : K.IsSymm) (hK0 : ∀ x, 0 ≤ x ⬝ᵥ K *ᵥ x) {c h : ι → ℝ}
    (hsc : h = c + K *ᵥ fermi T h) : IsInteriorMinimizer T c K (fermi T h) := by
  refine ⟨fermi_mem T h, fun g hg => ?_⟩
  have b := bregman_lower hT hg (fermi_mem T h)
  have n : 0 ≤ (g - fermi T h) ⬝ᵥ (g - fermi T h) :=
    Finset.sum_nonneg fun i _ => mul_self_nonneg _
  have n' := mul_nonneg (mul_nonneg zero_le_two hT.le) n
  have q := energy_expand hK c g (fermi T h)
  rw [← hsc] at q
  rw [bregman, gradPhi_fermi hT, neg_dotProduct] at b
  have := hK0 (g - fermi T h)
  simp only [freeEnergy]
  linarith

/-- Exact balance of one mixing step, for `T > 0`, symmetric `K` and any reference `g`. -/
theorem mixing_identity {T : ℝ} (hT : 0 < T) {K : Matrix ι ι ℝ} (hK : K.IsSymm)
    (a : ℝ) (c h g : ι → ℝ) :
    bregman T g (fermi T (mix T a c K h)) =
      (1 - a) * (bregman T g (fermi T h)
        - bregman T (fermi T (mix T a c K h)) (fermi T h))
      + a * (freeEnergy T c K g - freeEnergy T c K (fermi T (mix T a c K h)))
      - a / 2 * ((g - fermi T h) ⬝ᵥ K *ᵥ (g - fermi T h))
      + a / 2 * ((fermi T (mix T a c K h) - fermi T h) ⬝ᵥ
          K *ᵥ (fermi T (mix T a c K h) - fermi T h)) := by
  have m : ∀ x, mix T a c K h ⬝ᵥ x
      = (1 - a) * (h ⬝ᵥ x) + a * ((c + K *ᵥ fermi T h) ⬝ᵥ x) := by
    intro x
    simp only [mix, add_dotProduct, smul_dotProduct, smul_eq_mul]
  have q1 := energy_expand hK c g (fermi T h)
  have q2 := energy_expand hK c (fermi T (mix T a c K h)) (fermi T h)
  simp only [bregman, gradPhi_fermi hT, neg_dotProduct, m, freeEnergy]
  simp only [dotProduct_sub] at q1 q2 ⊢
  linear_combination a * q2 - a * q1

/-- Let `T > 0`, `K` symmetric with `0 ≤ K ≤ L`, and `0 < a ≤ 1 / (1 + L / (4 T))`. One mixing
step shrinks the Bregman divergence from an interior minimizer by at least the factor `1 - a`. -/
theorem mixing_contracts {T L a : ℝ} (hT : 0 < T) (hL : 0 ≤ L) {K : Matrix ι ι ℝ}
    (hK : K.IsSymm) (hK0 : ∀ x, 0 ≤ x ⬝ᵥ K *ᵥ x) (hKL : ∀ x, x ⬝ᵥ K *ᵥ x ≤ L * (x ⬝ᵥ x))
    (ha : 0 < a) (haL : a ≤ 1 / (1 + L / (4 * T))) {c fs : ι → ℝ}
    (hfs : IsInteriorMinimizer T c K fs) (h : ι → ℝ) :
    bregman T fs (fermi T (mix T a c K h)) ≤ (1 - a) * bregman T fs (fermi T h) := by
  have hr : 0 ≤ L / (4 * T) := by positivity
  have hb := (le_div_iff₀ (by linarith : 0 < 1 + L / (4 * T))).mp haL
  have ha1 : 0 ≤ 1 - a := by nlinarith [mul_nonneg ha.le hr]
  have hLr : L = L / (4 * T) * (4 * T) := by field_simp
  have hstep : a * L ≤ (1 - a) * (4 * T) := by
    have h1 : a * (L / (4 * T)) ≤ 1 - a := by linarith
    have h2 := mul_le_mul_of_nonneg_right h1 (by positivity : 0 ≤ 4 * T)
    calc a * L = a * (L / (4 * T)) * (4 * T) := by rw [mul_assoc, ← hLr]
      _ ≤ _ := h2
  have id1 := mixing_identity hT hK a c h fs
  have hmin := hfs.2 _ (fermi_mem T (mix T a c K h))
  have low := bregman_lower hT (fermi_mem T (mix T a c K h)) (fermi_mem T h)
  have up := hKL (fermi T (mix T a c K h) - fermi T h)
  have n : 0 ≤ (fermi T (mix T a c K h) - fermi T h) ⬝ᵥ
      (fermi T (mix T a c K h) - fermi T h) :=
    Finset.sum_nonneg fun i _ => mul_self_nonneg _
  -- the divergence between successive occupations absorbs the curvature of the energy
  have t1 := mul_le_mul_of_nonneg_left up ha.le
  have t2 := mul_le_mul_of_nonneg_right hstep n
  have t3 := mul_le_mul_of_nonneg_left low ha1
  have t4 := mul_nonneg ha.le (sub_nonneg.mpr hmin)
  have t5 := mul_nonneg ha.le (hK0 (fs - fermi T h))
  linarith

/-- Let `T > 0`, `K` symmetric with `0 ≤ K ≤ L`, and `0 < a ≤ 1 / (1 + L / (4 T))`. After `k` mixing
steps, `2 T` times the squared distance of the occupations from an interior minimizer is at most
`(1 - a)^k` times the initial Bregman divergence from that minimizer. -/
theorem mixing_converges {T L a : ℝ} (hT : 0 < T) (hL : 0 ≤ L) {K : Matrix ι ι ℝ}
    (hK : K.IsSymm) (hK0 : ∀ x, 0 ≤ x ⬝ᵥ K *ᵥ x) (hKL : ∀ x, x ⬝ᵥ K *ᵥ x ≤ L * (x ⬝ᵥ x))
    (ha : 0 < a) (haL : a ≤ 1 / (1 + L / (4 * T))) {c fs : ι → ℝ}
    (hfs : IsInteriorMinimizer T c K fs) (h : ι → ℝ) (k : ℕ) :
    2 * T * ((fs - fermi T ((mix T a c K)^[k] h)) ⬝ᵥ (fs - fermi T ((mix T a c K)^[k] h)))
      ≤ (1 - a) ^ k * bregman T fs (fermi T h) := by
  have hr : 0 ≤ L / (4 * T) := by positivity
  have hb := (le_div_iff₀ (by linarith : 0 < 1 + L / (4 * T))).mp haL
  have ha1 : 0 ≤ 1 - a := by nlinarith [mul_nonneg ha.le hr]
  refine (bregman_lower hT hfs.1 (fermi_mem T _)).trans ?_
  induction k with
  | zero => simp
  | succ k ih =>
    rw [Function.iterate_succ_apply']
    calc _ ≤ (1 - a) * bregman T fs (fermi T ((mix T a c K)^[k] h)) :=
          mixing_contracts hT hL hK hK0 hKL ha haL hfs _
      _ ≤ (1 - a) * ((1 - a) ^ k * bregman T fs (fermi T h)) :=
          mul_le_mul_of_nonneg_left ih ha1
      _ = _ := by ring

end

end FermiMirrorDescent
```

```lean
#print axioms FermiMirrorDescent.hasDerivAt_phi
#print axioms FermiMirrorDescent.selfConsistent_isInteriorMinimizer
#print axioms FermiMirrorDescent.mixing_converges
```

```
'FermiMirrorDescent.hasDerivAt_phi' depends on axioms: [propext, Classical.choice, Quot.sound]
'FermiMirrorDescent.selfConsistent_isInteriorMinimizer' depends on axioms: [propext, Classical.choice, Quot.sound]
'FermiMirrorDescent.mixing_converges' depends on axioms: [propext, Classical.choice, Quot.sound]
```

### From the lemmas to the contraction

`hasDerivAt_phi` differentiates $\varphi$ along an arbitrary direction, confirming that `gradPhi` is its gradient. `fermi_mem` keeps Fermi occupations inside the open interval, and `gradPhi_fermi` gives $\nabla\varphi=-h$.

`binary_bound` treats one level: it computes $F'$ and applies the mean value theorem, `exists_hasDerivAt_eq_slope`, separately for $x<y$ and $y<x$. `bregman_lower` multiplies by $T$ and sums over levels.

`energy_expand` is the quadratic expansion. `mixing_identity` uses it twice, as `q1` for $g$ and `q2` for $f^+$; `linear_combination a * q2 - a * q1` is the subtraction performed above.

In `mixing_contracts`, `hstep` is $aL\le4T(1-a)$. The inequalities `t1`, `t2` and `t3` absorb the unfavourable term, while `t4` and `t5` supply the signs from minimality and $K\ge0$; `linarith` adds them to the balance. `mixing_converges` repeats the step by induction on `k`, after bounding the squared distance by the divergence.

`selfConsistent_isInteriorMinimizer` connects the minimizer to the self-consistency condition. If $h=c+Kf$, the expansion gives $G(g)-G(f)=D(g,f)+\frac12q(g-f)\ge0$, so any self-consistent solution can serve as $f^*$.
